# PAW matrix elements of operators that commute with the augmentation regions

The projector augmented-wave (PAW) method rebuilds an all-electron state from a smooth one by adding corrections inside augmentation regions around the atoms. An augmentation region is represented here by a linear operator Q on the state space, not by a set of points. Restricting a wavefunction to a sphere is the typical example. Q must be symmetric, ⟨Q x, y⟩ = ⟨x, Q y⟩; orthogonal projections qualify, but Q² = Q is never used. States form a complex inner-product space E of any dimension, with the inner product conjugate-linear in its first argument. The finite types ι and κ label partial waves and sites.

In Lean 4 with Mathlib:

```lean
import Mathlib

open ComplexConjugate

namespace ProjectorAugmentedWaves

noncomputable section

variable {E ι κ : Type*} [NormedAddCommGroup E] [InnerProductSpace ℂ E]
  [Fintype ι] [Fintype κ]
```

## Reconstructing the state

For coefficients c_i and waves v_i, the basic object is the sum Σ_i c_i v_i.

```lean
/-- The linear combination of the waves `v i` with coefficients `c i`. -/
def combine (c : ι → ℂ) (v : ι → E) : E := ∑ i, c i • v i
```

With all-electron waves φ_i and smooth waves χ_i, the correction at one site is

D_c = Σ_i c_i (φ_i − χ_i).

```lean
/-- The correction at one site: all-electron minus smooth partial waves, weighted by `c`. -/
def correction (c : ι → ℂ) (φ χ : ι → E) : E := ∑ i, c i • (φ i - χ i)
```

The reconstructed state adds the corrections of all sites a to the smooth state f:

F = f + Σ_a Σ_i c_ai (φ_ai − χ_ai).

```lean
/-- The reconstructed state: the smooth state `f` plus the corrections of all sites. -/
def reconstruct (f : E) (c : κ → ι → ℂ) (φ χ : κ → ι → E) : E :=
  f + ∑ a, correction (c a) (φ a) (χ a)
```

For a linear operator A, not necessarily Hermitian, the one-centre term is

O(c,d) = Σ_ij conj(c_i) d_j (⟨φ_i, A φ_j⟩ − ⟨χ_i, A χ_j⟩).

```lean
/-- The one-centre term of the operator `A` at one site. -/
def onsite (A : E →ₗ[ℂ] E) (c d : ι → ℂ) (φ χ : ι → E) : ℂ :=
  ∑ i, ∑ j, conj (c i) * d j * (inner ℂ (φ i) (A (φ j)) - inner ℂ (χ i) (A (χ j)))
```

## Conditions on regions and states

Different regions satisfy Q_a Q_b = 0, as non-overlapping spheres do. Each Q_a fixes φ_ai − χ_ai, because the two waves agree outside the sphere. Each Q_a also commutes with A. A local potential meets this last condition; the kinetic energy does not commute with a sharp spatial cutoff, so the theorems that assume commutation do not cover that part of the PAW Hamiltonian.

```lean
/-- The operators `Q a` are symmetric, products of two different ones vanish, and each commutes with
`A` and fixes the partial-wave differences of its own site. -/
structure IsAugmentation (Q : κ → E →ₗ[ℂ] E) (A : E →ₗ[ℂ] E) (φ χ : κ → ι → E) : Prop where
  symm : ∀ a x y, inner ℂ (Q a x) y = inner ℂ x (Q a y)
  disjoint : ∀ a b, a ≠ b → ∀ x, Q a (Q b x) = 0
  comm : ∀ a x, Q a (A x) = A (Q a x)
  fixes : ∀ a i, Q a (φ a i - χ a i) = φ a i - χ a i
```

Local completeness says that inside the region the smooth waves reproduce f exactly:

Q f = Σ_i c_i Q χ_i.

With a truncated set of partial waves this usually holds only approximately.

```lean
/-- Seen through `Q`, the state `f` is the combination of smooth waves with coefficients `c`. -/
def LocallyExpands (Q : E →ₗ[ℂ] E) (χ : ι → E) (f : E) (c : ι → ℂ) : Prop :=
  Q f = ∑ i, c i • Q (χ i)
```

## One site, with the error kept

Write X_c = Σ_i c_i χ_i and Φ_c = Σ_i c_i φ_i. Linearity in the second argument and conjugate-linearity in the first give

⟨Φ_c, A Φ_d⟩ = Σ_ij conj(c_i) d_j ⟨φ_i, A φ_j⟩,

and likewise for χ.

```lean
/-- A matrix element between two combinations of waves is a double sum over the waves. -/
theorem inner_combine (A : E →ₗ[ℂ] E) (c d : ι → ℂ) (v : ι → E) :
    inner ℂ (combine c v) (A (combine d v)) =
      ∑ i, ∑ j, conj (c i) * d j * inner ℂ (v i) (A (v j)) := by
  unfold combine
  rw [sum_inner]
  refine Finset.sum_congr rfl fun i _ => ?_
  rw [map_sum, inner_sum]
  refine Finset.sum_congr rfl fun j _ => ?_
  rw [map_smul, inner_smul_left, inner_smul_right]
  ring
```

Hence O(c,d) = ⟨Φ_c, A Φ_d⟩ − ⟨X_c, A X_d⟩. Inserting Φ = X + D,

O(c,d) = ⟨X_c, A D_d⟩ + ⟨D_c, A X_d⟩ + ⟨D_c, A D_d⟩.

Direct expansion gives

⟨f + D_c, A(g + D_d)⟩ = ⟨f, A g⟩ + ⟨f, A D_d⟩ + ⟨D_c, A g⟩ + ⟨D_c, A D_d⟩.

Eliminating ⟨D_c, A D_d⟩ leaves

⟨f, A g⟩ + O(c,d) + ⟨f − X_c, A D_d⟩ + ⟨D_c, A(g − X_d)⟩.

This holds for any coefficients, without Q. In the proof, `hD` and `hO` are the rewritings of D and O.

```lean
/-- For arbitrary coefficients at one site, the matrix element of the corrected states is the smooth
one plus the one-centre term plus two terms, each containing one expansion residual. -/
theorem matrix_element_with_residual (A : E →ₗ[ℂ] E) (c d : ι → ℂ) (φ χ : ι → E) (f g : E) :
    inner ℂ (f + correction c φ χ) (A (g + correction d φ χ)) =
      inner ℂ f (A g) + onsite A c d φ χ
        + inner ℂ (f - combine c χ) (A (correction d φ χ))
        + inner ℂ (correction c φ χ) (A (g - combine d χ)) := by
  have hD : ∀ e : ι → ℂ, correction e φ χ = combine e φ - combine e χ := by
    intro e
    simp only [correction, combine, smul_sub, Finset.sum_sub_distrib]
  have hO : onsite A c d φ χ = inner ℂ (combine c φ) (A (combine d φ))
      - inner ℂ (combine c χ) (A (combine d χ)) := by
    simp only [onsite, inner_combine, mul_sub, Finset.sum_sub_distrib]
  rw [hO, hD c, hD d]
  simp only [map_add, map_sub, inner_add_left, inner_add_right, inner_sub_left, inner_sub_right]
  ring
```

Local completeness means Q(f − X_c) = 0 and Q(g − X_d) = 0. Since Q D = D and Q commutes with A,

⟨f − X_c, A D_d⟩ = ⟨f − X_c, Q A D_d⟩ = ⟨Q(f − X_c), A D_d⟩ = 0,

⟨D_c, A(g − X_d)⟩ = ⟨D_c, Q A(g − X_d)⟩ = ⟨D_c, A Q(g − X_d)⟩ = 0.

These are `h1` and `h2`; `kill` shows that Q maps the residuals to zero, although they need not vanish outside the region.

```lean
/-- At one site, local expansion of both smooth states leaves only the smooth matrix element
and the one-centre term. -/
theorem single_site (Q A : E →ₗ[ℂ] E) (φ χ : ι → E) (f g : E) (c d : ι → ℂ)
    (symm : ∀ x y, inner ℂ (Q x) y = inner ℂ x (Q y))
    (comm : ∀ x, Q (A x) = A (Q x))
    (fixes : ∀ i, Q (φ i - χ i) = φ i - χ i)
    (hf : LocallyExpands Q χ f c) (hg : LocallyExpands Q χ g d) :
    inner ℂ (f + correction c φ χ) (A (g + correction d φ χ)) =
      inner ℂ f (A g) + onsite A c d φ χ := by
  have hfix : ∀ e : ι → ℂ, Q (correction e φ χ) = correction e φ χ := by
    intro e
    simp only [correction, map_sum, map_smul, fixes]
  -- the residual of a locally expanded state is invisible to Q
  have kill : ∀ (e : ι → ℂ) (x : E), LocallyExpands Q χ x e → Q (x - combine e χ) = 0 := by
    intro e x hx
    unfold LocallyExpands at hx
    rw [map_sub, hx]
    simp only [combine, map_sum, map_smul, sub_self]
  have h1 : inner ℂ (f - combine c χ) (A (correction d φ χ)) = 0 := by
    rw [← hfix d, ← comm, ← symm, kill c f hf, inner_zero_left]
  have h2 : inner ℂ (correction c φ χ) (A (g - combine d χ)) = 0 := by
    rw [← hfix c, symm, comm, kill d g hg, map_zero, inner_zero_right]
  rw [matrix_element_with_residual, h1, h2, add_zero, add_zero]
```

## Many sites

Let D_a and D'_a be the corrections to f and g at site a, and O_a the one-centre term there. For a ≠ b,

⟨D_a, A D'_b⟩ = ⟨D_a, Q_a A Q_b D'_b⟩ = ⟨D_a, A Q_a Q_b D'_b⟩ = 0,

which is `cross`. The one-site result, rearranged in `on`, reads

O_a = ⟨f, A D'_a⟩ + ⟨D_a, A g⟩ + ⟨D_a, A D'_a⟩.

Let G be the state reconstructed from g. Summing over a gives every surviving term of ⟨F, A G⟩ except ⟨f, A g⟩, so

⟨F, A G⟩ = ⟨f, A g⟩ + Σ_a O_a.

```lean
/-- Under the conditions of `IsAugmentation`, if both smooth states expand locally at every site,
the matrix element between the reconstructed states is the smooth matrix element plus a sum of
one-centre terms over the sites. -/
theorem paw_matrix_element (Q : κ → E →ₗ[ℂ] E) (A : E →ₗ[ℂ] E) (φ χ : κ → ι → E)
    (h : IsAugmentation Q A φ χ) (f g : E) (c d : κ → ι → ℂ)
    (hf : ∀ a, LocallyExpands (Q a) (χ a) f (c a))
    (hg : ∀ a, LocallyExpands (Q a) (χ a) g (d a)) :
    inner ℂ (reconstruct f c φ χ) (A (reconstruct g d φ χ)) =
      inner ℂ f (A g) + ∑ a, onsite A (c a) (d a) (φ a) (χ a) := by
  have hfix : ∀ (e : κ → ι → ℂ) (a : κ),
      Q a (correction (e a) (φ a) (χ a)) = correction (e a) (φ a) (χ a) := by
    intro e a
    simp only [correction, map_sum, map_smul, h.fixes]
  -- corrections at different sites are not coupled by A
  have cross : ∀ a b, b ≠ a → inner ℂ (correction (c a) (φ a) (χ a))
      (A (correction (d b) (φ b) (χ b))) = 0 := by
    intro a b hab
    rw [← hfix c a, ← hfix d b, h.symm, h.comm, h.disjoint a b hab.symm, map_zero,
      inner_zero_right]
  have dbl : ∑ a, inner ℂ (correction (c a) (φ a) (χ a))
      (A (∑ b, correction (d b) (φ b) (χ b))) =
      ∑ a, inner ℂ (correction (c a) (φ a) (χ a)) (A (correction (d a) (φ a) (χ a))) := by
    refine Finset.sum_congr rfl fun a _ => ?_
    rw [map_sum, inner_sum]
    exact Finset.sum_eq_single a (fun b _ hb => cross a b hb)
      (fun ha => absurd (Finset.mem_univ a) ha)
  have hs : inner ℂ f (A (∑ b, correction (d b) (φ b) (χ b))) =
      ∑ b, inner ℂ f (A (correction (d b) (φ b) (χ b))) := by
    rw [map_sum, inner_sum]
  -- the one-site result identifies each one-centre term
  have on : ∀ a, onsite A (c a) (d a) (φ a) (χ a) =
      inner ℂ f (A (correction (d a) (φ a) (χ a)))
      + inner ℂ (correction (c a) (φ a) (χ a)) (A g)
      + inner ℂ (correction (c a) (φ a) (χ a)) (A (correction (d a) (φ a) (χ a))) := by
    intro a
    have site := single_site (Q a) A (φ a) (χ a) f g (c a) (d a) (h.symm a) (h.comm a)
      (h.fixes a) (hf a) (hg a)
    simp only [map_add, inner_add_left, inner_add_right] at site
    linear_combination -site
  simp only [on, Finset.sum_add_distrib]
  unfold reconstruct
  rw [map_add, inner_add_left, inner_add_right, inner_add_right, hs, sum_inner, sum_inner, dbl]
  ring
```

## Coefficients from projectors

Let Q p_i = p_i and ⟨p_i, χ_j⟩ = δ_ij. If f expands locally with coefficients b_j, then

⟨p_i, f⟩ = ⟨p_i, Q f⟩ = Σ_j b_j ⟨p_i, Q χ_j⟩ = Σ_j b_j ⟨p_i, χ_j⟩ = b_i.

```lean
/-- Localised projectors `p i` biorthogonal to the smooth waves give the coefficients of a
local expansion as overlaps with `f`. -/
theorem projector_coefficients [DecidableEq ι] (Q : E →ₗ[ℂ] E) (χ p : ι → E) (f : E)
    (b : ι → ℂ) (symm : ∀ x y, inner ℂ (Q x) y = inner ℂ x (Q y))
    (hp : ∀ i, Q (p i) = p i)
    (dual : ∀ i j, inner ℂ (p i) (χ j) = if i = j then (1 : ℂ) else 0)
    (hf : LocallyExpands Q χ f b) (i : ι) : b i = inner ℂ (p i) f := by
  unfold LocallyExpands at hf
  symm
  calc inner ℂ (p i) f = inner ℂ (p i) (Q f) := by rw [← symm, hp]
    _ = ∑ j, b j * inner ℂ (p i) (χ j) := by
        rw [hf, inner_sum]
        refine Finset.sum_congr rfl fun j _ => ?_
        rw [inner_smul_right, ← symm, hp]
    _ = b i := by simp [dual]
```

Under the conditions of the one-site theorem, including Q A = A Q, setting g = f and using conj⟨p_i, f⟩ = ⟨f, p_i⟩ gives

⟨F, A F⟩ = ⟨f, A f⟩ + Σ_ij ⟨f, p_i⟩ ⟨p_j, f⟩ (⟨φ_i, A φ_j⟩ − ⟨χ_i, A χ_j⟩).

For a fixed A the bracket is a matrix that can be computed once. Each state then enters through ⟨f, A f⟩ and the overlaps ⟨p_i, f⟩, and F itself need not be built. In the Hamiltonian of a PAW code the terms with f and χ contain a smoothed potential instead of the one acting on φ; that refinement is not modelled here.

```lean
/-- At one site, with localised biorthogonal projectors and a smooth state `f` that expands locally,
the diagonal matrix element of `A` in the reconstructed state (not assumed normalised) is that in
`f` plus a double sum over projector overlaps and one-centre matrix elements. -/
theorem paw_expectation [DecidableEq ι] (Q A : E →ₗ[ℂ] E) (φ χ p : ι → E) (f : E)
    (symm : ∀ x y, inner ℂ (Q x) y = inner ℂ x (Q y))
    (comm : ∀ x, Q (A x) = A (Q x))
    (fixes : ∀ i, Q (φ i - χ i) = φ i - χ i)
    (hp : ∀ i, Q (p i) = p i)
    (dual : ∀ i j, inner ℂ (p i) (χ j) = if i = j then (1 : ℂ) else 0)
    (hf : ∃ b, LocallyExpands Q χ f b) :
    inner ℂ (f + ∑ i, inner ℂ (p i) f • (φ i - χ i))
        (A (f + ∑ i, inner ℂ (p i) f • (φ i - χ i))) =
      inner ℂ f (A f) + ∑ i, ∑ j, inner ℂ f (p i) * inner ℂ (p j) f *
        (inner ℂ (φ i) (A (φ j)) - inner ℂ (χ i) (A (χ j))) := by
  obtain ⟨b, hb⟩ := hf
  have hbp : b = fun i => inner ℂ (p i) f :=
    funext (projector_coefficients Q χ p f b symm hp dual hb)
  subst hbp
  have key := single_site Q A φ χ f f _ _ symm comm fixes hb hb
  simpa only [correction, onsite, inner_conj_symm] using key
```

## A three-point grid

A local potential acts by pointwise multiplication.

```lean
/-- Multiplication by the function `V` on a grid of three points. -/
def localOp (V : Fin 3 → ℂ) : EuclideanSpace ℂ (Fin 3) →ₗ[ℂ] EuclideanSpace ℂ (Fin 3) where
  toFun x := WithLp.toLp 2 (fun k => V k * x k)
  map_add' x y := by ext k; simp [mul_add]
  map_smul' r x := by ext k; simp [mul_left_comm]
```

Cells 0 and 1 are single grid points; point 2 lies outside both.

```lean
/-- Restriction to the first or to the second grid point. -/
def gridQ (a : Fin 2) : EuclideanSpace ℂ (Fin 3) →ₗ[ℂ] EuclideanSpace ℂ (Fin 3) :=
  localOp (fun k => if k = a.castSucc then 1 else 0)
```

In its own cell φ_a is 2 and χ_a is 1; both equal 1 at point 2 and vanish in the other cell. The projector p_a is 1 in cell a and zero elsewhere.

```lean
/-- A wave with value `s` in cell `a`, value `t` at the third point and zero elsewhere. -/
def gridWave (s t : ℂ) (a : Fin 2) (_ : Fin 1) : EuclideanSpace ℂ (Fin 3) :=
  WithLp.toLp 2 (fun k => if k = a.castSucc then s else if k = 2 then t else 0)
```

With potential values 1, 2, 3 and f = (1, 1, 1), all coefficients are 1 and F = (2, 2, 1). By direct arithmetic ⟨F, A F⟩ = 4 + 8 + 3 = 15, while ⟨f, A f⟩ = 6 and the one-centre terms are 3 and 6. These vectors are not normalised, so the numbers are matrix elements and not expectation values. The theorem below verifies the conditions for this example.

```lean
/-- Two cells on a three-point grid, a local potential with values 1, 2, 3, a constant smooth
state and one projector per cell satisfy all the relations assumed above. -/
theorem paw_witness :
    IsAugmentation gridQ (localOp ![1, 2, 3]) (gridWave 2 1) (gridWave 1 1) ∧
    (∀ a, LocallyExpands (gridQ a) (gridWave 1 1 a) (WithLp.toLp 2 (fun _ => 1))
      (fun _ => 1)) ∧
    (∀ a i, gridQ a (gridWave 1 0 a i) = gridWave 1 0 a i) ∧
    (∀ a i j, inner ℂ (gridWave 1 0 a i) (gridWave 1 1 a j) =
      if i = j then (1 : ℂ) else 0) := by
  refine ⟨⟨?_, ?_, ?_, ?_⟩, ?_, ?_, ?_⟩
  · intro a x y
    fin_cases a <;> simp [gridQ, localOp, PiLp.inner_apply, Fin.sum_univ_succ]
  · intro a b hab x
    ext k
    fin_cases a <;> fin_cases b <;> fin_cases k <;> simp_all [gridQ, localOp]
  · intro a x
    ext k
    simp only [gridQ, localOp, LinearMap.coe_mk, AddHom.coe_mk]
    ring
  · intro a i
    ext k
    fin_cases a <;> fin_cases k <;> norm_num [gridQ, localOp, gridWave]
  · intro a
    unfold LocallyExpands
    ext k
    fin_cases a <;> fin_cases k <;> simp [gridQ, localOp, gridWave]
  · intro a i
    ext k
    fin_cases a <;> fin_cases k <;> simp [gridQ, localOp, gridWave]
  · intro a i j
    have hij : i = j := Subsingleton.elim i j
    fin_cases a <;> simp [hij, gridWave, PiLp.inner_apply]

end

end ProjectorAugmentedWaves
```

```lean
#print axioms ProjectorAugmentedWaves.paw_matrix_element
#print axioms ProjectorAugmentedWaves.paw_expectation
```

```
'ProjectorAugmentedWaves.paw_matrix_element' depends on axioms: [propext, Classical.choice, Quot.sound]
'ProjectorAugmentedWaves.paw_expectation' depends on axioms: [propext, Classical.choice, Quot.sound]
```
